# The Tutte matrix of a finite simple graph has nonzero determinant exactly when the graph has a perfect matching

Let \(G\) be a finite simple graph with linearly ordered vertex set \(V\). Give each edge \(ij\) an indeterminate \(x_{ij}=x_{ji}\), and set

\[
T_{ij}=\begin{cases}x_{ij}, & ij \text{ an edge},\ i<j,\\ -x_{ij}, & ij \text{ an edge},\ i>j,\\ 0, & \text{otherwise.}\end{cases}
\]

Then \(\det T\), a polynomial with integer coefficients, is nonzero if and only if \(G\) has a perfect matching, a set of edges that meets every vertex exactly once.

## Kekulé structures and Majorana zero modes

For a conjugated molecule whose π centres each contribute one electron, drawn as a graph with one vertex per centre and one edge per bond between centres, a perfect matching is a Kekulé structure. A code can test whether one exists by putting numbers \(w_{ij}\) in place of the \(x_{ij}\): a nonzero determinant certifies that a perfect matching exists, without constructing it.

The same matrix occurs in a finite, non-interacting Majorana Hamiltonian \(\tfrac{i}{4}\sum_{ij}A_{ij}\gamma_i\gamma_j\) with \(A\) real and skew-symmetric. If the coupling graph has no perfect matching, there is a zero mode for every choice of couplings on its edges.

A zero determinant at one set of weights is easily misread as the absence of a matching. Take the square with edges 01, 02, 13, 23 and all weights 1. Rows 1 and 2 of the signed matrix are both \((-1,0,0,1)\), so the determinant vanishes, yet 01 and 23 form a perfect matching.

## From odd fragments to a singular matrix, and back

Let \(A\) be skew-symmetric over a domain \(R\) with \(2\neq0\).

**An odd fragment has a local zero mode.** Let \(S\subseteq V\) have odd size, and let \(B\) be the block of \(A\) on \(S\). Then

\[
\det B=\det B^{T}=\det(-B)=(-1)^{|S|}\det B=-\det B,
\]

so \(2\det B=0\) and \(\det B=0\). Hence \(Bx=0\) for some \(x\neq0\). Extending \(x\) by zero gives \(v\neq0\), supported on \(S\), with \((Av)_i=0\) for \(i\in S\).

**Too many odd fragments make \(A\) singular.** Let \(S_1,\dots,S_q\) be disjoint odd sets, coupled to sites outside themselves only through a set \(U\) with \(|U|<q\). Let \(v^c\) be the zero mode of \(S_c\). For \(i\notin U\), \((Av^c)_i=0\): inside \(S_c\) by construction, elsewhere because there is no coupling. The conditions

\[
\sum_c a_c (Av^c)_i=0,\qquad i\in U,
\]

are \(|U|\) homogeneous linear equations in \(q>|U|\) unknowns, so they have a solution with some \(a_c\neq0\). Put \(v=\sum_d a_d v^d\), and choose \(k\) with \(v^c_k\neq0\). Then \(k\in S_c\), and disjointness gives \(v_k=a_cv^c_k\neq0\). Thus \(v\neq0\) and \(Av=0\), so \(\det A=0\).

**No matching gives such fragments.** If \(G\) has no perfect matching, Tutte's theorem supplies a set \(U\) whose deletion leaves more than \(|U|\) components of odd size. Edges leaving a component end in \(U\). Every skew-symmetric \(A\) supported on the edges is therefore singular, including \(T\), since the integer polynomials form a domain with \(2\neq0\).

**A matching gives a nonzero determinant.** Let \(m(i)\) be the partner of \(i\). Put weight 1 on matched edges and 0 on all others, and let \(A\) now be the resulting signed matrix. Only \(j=m(i)\) contributes to

\[
(A^2)_{ik}=\sum_j A_{ij}A_{jk}=A_{i,m(i)}A_{m(i),k}.
\]

This vanishes for \(k\neq i\) and equals \(-A_{i,m(i)}^2=-1\) for \(k=i\). So \(A^2=-1\) and \((\det A)^2=(-1)^{|V|}\neq0\). Over the integers, \(\det A\) is the value of \(\det T\) at these weights, so \(\det T\) is not the zero polynomial.

## The complete Lean file

```lean
import Mathlib

open Matrix

namespace TutteMatrixCriterion

variable {V R : Type*} [Fintype V] [CommRing R]

/-- The signed weight matrix of a graph: an edge `ij` contributes its weight `w` if `i < j`
and minus its weight if `j < i`; all other entries vanish. -/
def skewMatrix [LinearOrder V] (G : SimpleGraph V) [DecidableRel G.Adj]
    (w : Sym2 V → R) : Matrix V V R :=
  Matrix.of fun i j => if G.Adj i j then (if i < j then w s(i, j) else -w s(i, j)) else 0

/-- The Tutte matrix: the signed weight matrix in which each edge carries its own
indeterminate. -/
noncomputable def tutteMatrix [LinearOrder V] (G : SimpleGraph V) [DecidableRel G.Adj] :
    Matrix V V (MvPolynomial (Sym2 V) ℤ) :=
  skewMatrix G MvPolynomial.X

omit [Fintype V] in
/-- The signed weight matrix is skew-symmetric. -/
theorem skewMatrix_transpose [LinearOrder V] (G : SimpleGraph V) [DecidableRel G.Adj]
    (w : Sym2 V → R) : (skewMatrix G w)ᵀ = -skewMatrix G w := by
  ext i j
  have hs : s(j, i) = s(i, j) := Sym2.eq_swap
  simp only [skewMatrix, Matrix.transpose_apply, Matrix.neg_apply, Matrix.of_apply]
  by_cases h : G.Adj i j
  · rcases lt_or_gt_of_ne h.ne with hl | hl <;> simp [h, h.symm, hl, lt_asymm hl, hs]
  · have h' : ¬G.Adj j i := fun k => h k.symm
    simp [h, h']

/-- Over a domain in which `2 ≠ 0`, a skew-symmetric matrix has a nonzero vector supported on
any given set of oddly many sites which it maps to zero on those sites. -/
theorem local_zero_mode [DecidableEq V] [IsDomain R] (h2 : (2 : R) ≠ 0) (A : Matrix V V R)
    (hA : Aᵀ = -A) (S : Finset V) (hS : Odd S.card) :
    ∃ v : V → R, v ≠ 0 ∧ (∀ j, j ∉ S → v j = 0) ∧ ∀ i ∈ S, (A *ᵥ v) i = 0 := by
  let B : Matrix S S R := Matrix.of fun i j => A i j
  have hB : Bᵀ = -B := by
    ext i j
    exact congrFun (congrFun hA i) j
  -- a skew-symmetric determinant of odd size equals minus itself
  have hd : B.det = -B.det := by
    calc B.det = Bᵀ.det := (Matrix.det_transpose B).symm
      _ = (-B).det := by rw [hB]
      _ = -B.det := by
        rw [Matrix.det_neg, Fintype.card_coe, hS.neg_one_pow, neg_one_mul]
  have hd2 : 2 * B.det = 0 := by linear_combination hd
  obtain ⟨x, hx, hBx⟩ :=
    Matrix.exists_mulVec_eq_zero_iff.mpr ((mul_eq_zero.mp hd2).resolve_left h2)
  -- extend the kernel vector by zero
  obtain ⟨v, hv, hoff⟩ : ∃ v : V → R, (∀ j : S, v j = x j) ∧ ∀ j, j ∉ S → v j = 0 :=
    ⟨fun i => if h : i ∈ S then x ⟨i, h⟩ else 0, fun j => by simp, fun j hj => by simp [hj]⟩
  refine ⟨v, fun h0 => hx (funext fun j => ?_), hoff, fun i hi => ?_⟩
  · rw [← hv j, h0]
    rfl
  · calc (A *ᵥ v) i = ∑ j, A i j * v j := rfl
      _ = ∑ j ∈ S, A i j * v j :=
        (Finset.sum_subset (Finset.subset_univ S)
          (fun j _ hj => by rw [hoff j hj, mul_zero])).symm
      _ = ∑ j : S, A i j * v j := (Finset.sum_coe_sort S (fun j => A i j * v j)).symm
      _ = ∑ j : S, A i j * x j := Finset.sum_congr rfl (fun j _ => by rw [hv j])
      _ = 0 := congrFun hBx ⟨i, hi⟩

/-- Over a domain with `2 ≠ 0`, a skew-symmetric matrix is singular if disjoint fragments of
odd size, coupled to sites outside themselves only through a set `U`, outnumber `U`. -/
theorem det_eq_zero_of_odd_fragments [DecidableEq V] [IsDomain R] {ι : Type*} [Fintype ι]
    (h2 : (2 : R) ≠ 0) (A : Matrix V V R) (hA : Aᵀ = -A) (U : Finset V) (S : ι → Finset V)
    (hS : ∀ c, Odd (S c).card) (hdisj : ∀ c d, c ≠ d → Disjoint (S c) (S d))
    (hcut : ∀ c, ∀ i, i ∉ U → i ∉ S c → ∀ j ∈ S c, A i j = 0)
    (hU : U.card < Fintype.card ι) : A.det = 0 := by
  choose v hv0 hoff hker using fun c => local_zero_mode h2 A hA (S c) (hS c)
  -- more zero modes than sites in `U`: `A` maps some nontrivial combination to zero on `U`
  let f : (ι → R) →ₗ[R] (U → R) :=
    Matrix.mulVecLin (Matrix.of fun (i : U) c => (A *ᵥ v c) i)
  have hf : ¬Function.Injective f := fun h => by
    have h' := card_le_of_injective (R := R) (f := f) h
    rw [Fintype.card_coe] at h'
    omega
  rw [injective_iff_map_eq_zero] at hf
  push Not at hf
  obtain ⟨a, ha, hane⟩ := hf
  obtain ⟨c, hc⟩ := Function.ne_iff.mp hane
  obtain ⟨k, hk⟩ := Function.ne_iff.mp (hv0 c)
  have hkS : k ∈ S c := by
    by_contra h
    exact hk (hoff c k h)
  refine Matrix.exists_mulVec_eq_zero_iff.mp ⟨∑ c, a c • v c, fun h0 => ?_, ?_⟩
  · have h1 : ∑ d, a d * v d k = 0 := by simpa using congrFun h0 k
    rw [Finset.sum_eq_single c (fun d _ hd => by
      rw [hoff d k (Finset.disjoint_left.mp (hdisj c d hd.symm) hkS), mul_zero])
      (fun h => absurd (Finset.mem_univ _) h)] at h1
    exact mul_ne_zero hc hk h1
  · have hlin : A *ᵥ (∑ c, a c • v c) = ∑ c, a c • (A *ᵥ v c) := by
      simp only [← Matrix.mulVecLin_apply, map_sum, map_smul]
    rw [hlin]
    funext i
    simp only [Finset.sum_apply, Pi.smul_apply, smul_eq_mul, Pi.zero_apply]
    by_cases hi : i ∈ U
    · have h : ∑ c, (A *ᵥ v c) i * a c = 0 := congrFun ha ⟨i, hi⟩
      simpa only [mul_comm] using h
    · refine Finset.sum_eq_zero fun d _ => ?_
      by_cases hd : i ∈ S d
      · rw [hker d i hd, mul_zero]
      · have h : ∑ j, A i j * v d j = 0 := Finset.sum_eq_zero fun j _ => by
          by_cases hj : j ∈ S d
          · rw [hcut d i hi hd j hj, zero_mul]
          · rw [hoff d j hj, mul_zero]
        exact mul_eq_zero_of_right _ h

/-- Over a domain with `2 ≠ 0`, if a skew-symmetric matrix whose entries vanish off the edges
of a graph has nonzero determinant, then the graph has a perfect matching. -/
theorem exists_matching_of_det_ne_zero [DecidableEq V] [IsDomain R] (h2 : (2 : R) ≠ 0)
    (G : SimpleGraph V) (A : Matrix V V R) (hA : Aᵀ = -A)
    (hG : ∀ i j, ¬G.Adj i j → A i j = 0) (hdet : A.det ≠ 0) :
    ∃ M : G.Subgraph, M.IsPerfectMatching := by
  rw [SimpleGraph.tutte]
  intro u hu
  apply hdet
  -- the fragments are the odd components left after deleting `u`
  let H := (⊤ : G.Subgraph).deleteVerts u
  have hu' : u.ncard < H.coe.oddComponents.ncard := hu
  have : Finite H.coe.ConnectedComponent :=
    Finite.of_surjective H.coe.connectedComponentMk (by
      intro c
      induction c using SimpleGraph.ConnectedComponent.ind with
      | _ v => exact ⟨v, rfl⟩)
  have : Fintype H.coe.oddComponents := Fintype.ofFinite _
  let S : H.coe.oddComponents → Finset V := fun c =>
    (Set.toFinite (Subtype.val '' c.1.supp)).toFinset
  have hmem : ∀ c v, v ∈ S c ↔
      ∃ h : v ∈ H.verts, H.coe.connectedComponentMk ⟨v, h⟩ = c.1 := by
    intro c v
    constructor
    · intro hv
      obtain ⟨x, hx, rfl⟩ := (Set.Finite.mem_toFinset _).mp hv
      exact ⟨x.2, hx⟩
    · rintro ⟨h, hc⟩
      exact (Set.Finite.mem_toFinset _).mpr ⟨⟨v, h⟩, hc, rfl⟩
  refine det_eq_zero_of_odd_fragments h2 A hA u.toFinite.toFinset S ?_ ?_ ?_ ?_
  · intro c
    change Odd (Set.toFinite (Subtype.val '' c.1.supp)).toFinset.card
    rw [← Set.ncard_eq_toFinset_card, Set.ncard_image_of_injective _ Subtype.val_injective]
    exact c.2
  · intro c d hcd
    refine Finset.disjoint_left.mpr fun v hc hd => hcd (Subtype.ext ?_)
    obtain ⟨_, h1⟩ := (hmem c v).mp hc
    obtain ⟨_, h2⟩ := (hmem d v).mp hd
    exact h1.symm.trans h2
  · intro c i hi hic j hj
    refine hG i j fun hij => hic ?_
    obtain ⟨hjH, hjc⟩ := (hmem c j).mp hj
    have hiu : i ∉ u := by simpa using hi
    have hju : j ∉ u := by simpa [H] using hjH
    have hiH : i ∈ H.verts := by simp [H, hiu]
    have hadj : H.Adj i j := by simp [H, hiu, hju, hij]
    have hc : H.coe.Adj ⟨i, hiH⟩ ⟨j, hjH⟩ := hadj
    exact (hmem c i).mpr ⟨hiH, (SimpleGraph.ConnectedComponent.sound hc.reachable).trans hjc⟩
  · rw [← Nat.card_eq_fintype_card, Nat.card_coe_set_eq, ← Set.ncard_eq_toFinset_card u]
    exact hu'

/-- With weight one on the edges of a perfect matching and zero on all others, the signed
weight matrix squares to minus the identity. -/
theorem skewMatrix_matching_sq [LinearOrder V] (G : SimpleGraph V) [DecidableRel G.Adj]
    (M : G.Subgraph) (hM : M.IsPerfectMatching) :
    skewMatrix G (M.edgeSet.indicator fun _ => (1 : R)) *
      skewMatrix G (M.edgeSet.indicator fun _ => (1 : R)) = -1 := by
  have hM' : ∀ v, ∃ x, M.Adj v x ∧ ∀ y, M.Adj v y → y = x := fun v => hM.1 (hM.2 v)
  choose m hm hu using hM'
  have hz : ∀ i j, ¬M.Adj i j →
      skewMatrix G (M.edgeSet.indicator fun _ => (1 : R)) i j = 0 := by
    intro i j h
    simp [skewMatrix, Set.indicator, h]
  ext i k
  -- only the partner of `i` contributes as intermediate site
  rw [Matrix.mul_apply, Finset.sum_eq_single (m i)]
  · by_cases hk : k = i
    · rw [hk]
      have h1 := hm i
      have h2 := M.adj_sub h1
      rcases lt_or_gt_of_ne h2.ne with h | h <;>
        simp [skewMatrix, Set.indicator, h1, h1.symm, h2, h2.symm, h, lt_asymm h]
    · have hne : ¬M.Adj (m i) k := fun h =>
        hk ((hu (m i) k h).trans (hu (m i) i (hm i).symm).symm)
      rw [hz _ _ hne, mul_zero, Matrix.neg_apply, Matrix.one_apply_ne (Ne.symm hk), neg_zero]
  · intro j _ hj
    rw [hz i j (fun h => hj (hu i j h)), zero_mul]
  · intro h
    exact absurd (Finset.mem_univ _) h

/-- Over any domain with `2 ≠ 0`, some choice of edge weights gives a nonzero determinant
exactly when the graph has a perfect matching. -/
theorem exists_weights_iff [LinearOrder V] [IsDomain R] (h2 : (2 : R) ≠ 0)
    (G : SimpleGraph V) [DecidableRel G.Adj] :
    (∃ w : Sym2 V → R, (skewMatrix G w).det ≠ 0) ↔
      ∃ M : G.Subgraph, M.IsPerfectMatching := by
  constructor
  · rintro ⟨w, hw⟩
    exact exists_matching_of_det_ne_zero h2 G _ (skewMatrix_transpose G w)
      (fun i j h => by simp [skewMatrix, h]) hw
  · rintro ⟨M, hM⟩
    refine ⟨M.edgeSet.indicator fun _ => (1 : R), fun h0 => ?_⟩
    have h := congrArg Matrix.det (skewMatrix_matching_sq (R := R) G M hM)
    rw [Matrix.det_mul, h0, zero_mul, Matrix.det_neg, Matrix.det_one, mul_one] at h
    exact pow_ne_zero _ (neg_ne_zero.mpr one_ne_zero) h.symm

/-- Tutte matrix criterion: the determinant of the Tutte matrix is a nonzero integer
polynomial exactly when the graph has a perfect matching. -/
theorem tutteMatrix_det_ne_zero_iff [LinearOrder V] (G : SimpleGraph V)
    [DecidableRel G.Adj] :
    (tutteMatrix G).det ≠ 0 ↔ ∃ M : G.Subgraph, M.IsPerfectMatching := by
  constructor
  · intro h
    exact (exists_weights_iff two_ne_zero G).mp ⟨MvPolynomial.X, h⟩
  · intro h h0
    obtain ⟨w, hw⟩ := (exists_weights_iff (R := ℤ) two_ne_zero G).mpr h
    -- inserting the weights for the indeterminates gives the signed weight matrix
    have hmap : (MvPolynomial.aeval w).mapMatrix (tutteMatrix G) = skewMatrix G w := by
      ext i j
      change MvPolynomial.aeval w (skewMatrix G MvPolynomial.X i j) = skewMatrix G w i j
      simp only [skewMatrix, Matrix.of_apply]
      split_ifs <;> simp
    apply hw
    rw [← hmap, ← AlgHom.map_det, h0, map_zero]

/-- The triangle has no perfect matching, and its symmetric weight matrix, without the signs, has
determinant twice the product of the three edge weights. -/
theorem triangle_unsigned (w : Sym2 (Fin 3) → R) :
    (¬∃ M : (⊤ : SimpleGraph (Fin 3)).Subgraph, M.IsPerfectMatching) ∧
    (Matrix.of fun i j : Fin 3 =>
      if (⊤ : SimpleGraph (Fin 3)).Adj i j then w s(i, j) else 0).det =
      2 * w s(0, 1) * w s(0, 2) * w s(1, 2) := by
  constructor
  · rintro ⟨M, hM⟩
    exact absurd hM.even_card (by rw [Fintype.card_fin]; decide)
  · have h10 : s((1 : Fin 3), 0) = s(0, 1) := Sym2.eq_swap
    have h20 : s((2 : Fin 3), 0) = s(0, 2) := Sym2.eq_swap
    have h21 : s((2 : Fin 3), 1) = s(1, 2) := Sym2.eq_swap
    simp [Matrix.det_fin_three, h10, h20, h21]
    ring

end TutteMatrixCriterion
```

```lean
#print axioms TutteMatrixCriterion.tutteMatrix_det_ne_zero_iff
#print axioms TutteMatrixCriterion.triangle_unsigned
```

```
'TutteMatrixCriterion.tutteMatrix_det_ne_zero_iff' depends on axioms: [propext, Classical.choice, Quot.sound]
'TutteMatrixCriterion.triangle_unsigned' depends on axioms: [propext, Classical.choice, Quot.sound]
```

## What a nonzero determinant certifies

`tutteMatrix_det_ne_zero_iff` is the criterion stated at the top, for any linear order on the vertices. In `skewMatrix`, the weight `w : Sym2 V → R` is a function on unordered pairs `s(i, j)`; its values off the edges are never used. `tutteMatrix` takes the polynomial variables as weights. A matching is a subgraph `M` of `G` with `M.IsPerfectMatching`. Textbooks often call the deleted set in Tutte's theorem \(S\); here it is `U` or `u`, and `S c` is a fragment.

For numerical weights, `exists_matching_of_det_ne_zero` is the certificate, and `exists_weights_iff` says that suitable weights exist whenever a matching does. Both hold over the reals and over the integers modulo an odd prime. They give no probability that a random draw succeeds. The step left to the code is to infer from a floating-point value that the true determinant is nonzero; integer or modular computation avoids it.

The signs matter. By `triangle_unsigned`, the symmetric matrix of a triangle with edge weights \(a,b,c\) has determinant \(2abc\), which is 2 for unit integer weights, although three vertices cannot be paired. For general graphs, an ordinary adjacency matrix therefore cannot replace the signed one in this certificate. For a bipartite graph it can, because each nonzero term of its determinant already contains a perfect matching.

The condition \(2\neq0\) matters for `local_zero_mode`: over the integers modulo 2, the \(1\times1\) matrix \((1)\) satisfies \(A^T=-A\) and is invertible.

In the proof, the `calc` block for `B.det` in `local_zero_mode` is the sign argument. `det_eq_zero_of_odd_fragments` counts equations through the linear map `f`, which `card_le_of_injective` shows is not injective. `exists_matching_of_det_ne_zero` rewrites with Mathlib's `SimpleGraph.tutte`, then checks that the components are odd, disjoint, coupled only through `u`, and numerous enough; `skewMatrix_transpose` supplies the skew-symmetry when it is applied to `skewMatrix`. In `skewMatrix_matching_sq`, `Finset.sum_eq_single (m i)` keeps the one contributing partner. The final theorem inserts the weights with `MvPolynomial.aeval`, and `AlgHom.map_det` moves this evaluation through the determinant.
